# At fixed electron number, the least reduced gradient of an exponential density is independent of its decay constant

Q: Your density is a function of one real variable, and your reduced gradient uses an ordinary derivative. A density functional sees $|\nabla n|$ in three dimensions. Why should I accept the replacement?

A: For a spherical density $n(r)$, with $r$ the distance from the nucleus, the gradient points along the radius and $|\nabla n| = |n'(r)|$ at every $r>0$. I therefore describe the density by its radial profile and define

$$s(r) = \frac{|n'(r)|}{2(3\pi^2)^{1/3}\, n(r)^{4/3}}.$$

This is the usual dimensionless reduced gradient for a total, spin-unpolarised density.

In Lean 4 with Mathlib:

```lean
import Mathlib

open scoped Real
open MeasureTheory

namespace ReducedGradientExponential

noncomputable section

/-- The reduced density gradient `s = |n'| / (2 (3π²)^(1/3) n^(4/3))` of a radial density. -/
def reducedGradient (n : ℝ → ℝ) (r : ℝ) : ℝ :=
  |deriv n r| / (2 * (3 * π ^ 2) ^ (1 / 3 : ℝ) * n r ^ (4 / 3 : ℝ))
```

In `reducedGradient`, the argument `n : ℝ → ℝ` is the profile and `deriv n r` is its actual derivative, so no formula for $s$ is built in. The fractional powers are real powers.

Q: What happens at the nucleus? An exponential has a cusp there, and $\nabla n$ doesn't exist.

A: The profile is defined on the whole real line, negative $r$ included, and is smooth at $r=0$. The value of $s$ at zero is thus the limit from $r>0$. In three dimensions, read the minimum below as a greatest lower bound that is approached at the nucleus.

Q: And which density is it?

A: With $N$ the number of electrons and $a$ the decay constant,

$$n(r) = \frac{N a^3}{8\pi}\, e^{-a r}.$$

```lean
/-- The exponential density with electron number `N` and decay constant `a`. -/
def expDensity (N a r : ℝ) : ℝ := N * a ^ 3 * Real.exp (-a * r) / (8 * π)
```

A hydrogen-like ion with nuclear charge $Z$ has this ground-state density, in atomic units, for $N=1$ and $a=2Z$. Two non-interacting electrons in the same orbital give $N=2$. For many-electron atoms with shells, the single exponential is only a model. The file lets $N$ be any real number, positive where needed.

I also define uniform coordinate scaling by a factor $g$, which compresses a density for $g>1$ and preserves its electron number.

```lean
/-- Uniform coordinate scaling of a density, `n(r) → g³ n(g r)`. -/
def uniformScale (g : ℝ) (n : ℝ → ℝ) (r : ℝ) : ℝ := g ^ 3 * n (g * r)
```

Q: Before any more code, show me the calculation by hand.

A: Differentiating gives $n' = -a n$, so $|n'|/n^{4/3} = a\, n^{-1/3}$. Next,

$$n^{-1/3} = \frac{(8\pi)^{1/3}}{N^{1/3} a}\, e^{a r/3} = \frac{2\pi^{1/3}}{N^{1/3} a}\, e^{a r/3}.$$

The factor $a$ cancels, and

$$s(r) = \frac{2\pi^{1/3}}{2\cdot 3^{1/3}\pi^{2/3} N^{1/3}}\, e^{a r/3} = (3\pi N)^{-1/3} e^{a r/3}.$$

The exponential is at least 1 for $r \ge 0$ and equals 1 at $r=0$, so the least value is $(3\pi N)^{-1/3}$. That is about 0.473 for $N=1$ and 0.376 for $N=2$. A one-electron ion is fully spin-polarised, and by spin scaling an exchange functional evaluates $s$ on the doubled density $2n$, so the value it meets there is also the $N=2$ one.

The normalisation is

$$\int_0^\infty 4\pi r^2 n\, dr = \frac{N a^3}{2}\int_0^\infty r^2 e^{-a r}\, dr = \frac{N a^3}{2}\cdot\frac{2}{a^3} = N.$$

Q: How does the file prepare for this?

A: With three small lemmas: the derivative of $y \mapsto c y$, the fact that cubing undoes a cube root for $x \ge 0$, and the simplified radial integrand $\tfrac12 N a^3 r^2 e^{-a r}$.

```lean
lemma hasDerivAt_linear (c x : ℝ) : HasDerivAt (fun y : ℝ => c * y) c x := by
  simpa using (hasDerivAt_id' x).const_mul c

lemma cube_cbrt {x : ℝ} (hx : 0 ≤ x) : (x ^ (1 / 3 : ℝ)) ^ 3 = x := by
  rw [← Real.rpow_natCast, ← Real.rpow_mul hx]
  norm_num

lemma radial_eq (N a r : ℝ) :
    4 * π * r ^ 2 * expDensity N a r = N * a ^ 3 / 2 * (r ^ 2 * Real.exp (-a * r)) := by
  have hpi := Real.pi_ne_zero
  unfold expDensity
  field_simp
  ring
```

Q: The cancellation of $a$ looks like an accident of the exponential.

A: It reflects a scaling property of $s$. Put $n_g(r) = g^3 n(g r)$. The chain rule gives $n_g'(r) = g^4 n'(g r)$, and $(g^3)^{4/3} = g^4$ gives $n_g(r)^{4/3} = g^4 n(g r)^{4/3}$. The factors cancel, so $s_g(r) = s(g r)$: scaling only changes the radius at which each value of $s$ occurs.

```lean
/-- Under uniform scaling of a density, the reduced gradient at `r` becomes the original
reduced gradient at `g r`. -/
theorem reducedGradient_uniformScale {n : ℝ → ℝ} {g r : ℝ} (hg : 0 < g)
    (hn : 0 < n (g * r)) (hd : DifferentiableAt ℝ n (g * r)) :
    reducedGradient (uniformScale g n) r = reducedGradient n (g * r) := by
  have hc : HasDerivAt (fun x => n (g * x)) (deriv n (g * r) * g) r :=
    HasDerivAt.comp r (h := fun x : ℝ => g * x) hd.hasDerivAt (hasDerivAt_linear g r)
  have hs : HasDerivAt (uniformScale g n) (g ^ 3 * (deriv n (g * r) * g)) r :=
    hc.const_mul (g ^ 3)
  have hv : uniformScale g n r = g ^ 3 * n (g * r) := rfl
  have h4 : (g ^ 3) ^ (4 / 3 : ℝ) = g ^ 4 := by
    rw [← Real.rpow_natCast g 3, ← Real.rpow_mul hg.le, ← Real.rpow_natCast g 4]
    norm_num
  have hg4 : 0 < g ^ 4 := by positivity
  -- numerator and denominator both acquire the factor g⁴
  unfold reducedGradient
  rw [hs.deriv, hv, Real.mul_rpow (by positivity) hn.le, h4,
    show g ^ 3 * (deriv n (g * r) * g) = g ^ 4 * deriv n (g * r) by ring,
    abs_mul, abs_of_pos hg4, mul_left_comm _ (g ^ 4) _, mul_div_mul_left _ _ hg4.ne']
```

The hypotheses are $g>0$, and a density that is positive and differentiable at the point $g r$. In the proof, `hc` is the chain rule, `hs` multiplies it by $g^3$, `h4` is the power identity, and the final rewriting cancels $g^4$. Our density with decay constant $a$ is the one with decay constant 1 scaled by $g=a$, which accounts for the cancellation. The file nevertheless proves the exponential results directly, from the closed form.

Q: Then take me through the direct route.

A: First come the derivative and the normalisation.

```lean
/-- The exponential density obeys `n' = -a n`. -/
theorem hasDerivAt_expDensity (N a r : ℝ) :
    HasDerivAt (expDensity N a) (-a * expDensity N a r) r := by
  have h := (((hasDerivAt_linear (-a) r).exp).const_mul (N * a ^ 3)).div_const (8 * π)
  exact h.congr_deriv (by unfold expDensity; ring)

/-- The exponential density integrates over all space to `N` electrons. -/
theorem integral_expDensity (N : ℝ) {a : ℝ} (ha : 0 < a) :
    ∫ r in Set.Ioi (0 : ℝ), 4 * π * r ^ 2 * expDensity N a r = N := by
  have h := Real.integral_rpow_mul_exp_neg_mul_Ioi (a := 3) (r := a) (by norm_num) ha
  have hG : Real.Gamma 3 = 2 := by
    rw [show (3 : ℝ) = ((2 : ℕ) : ℝ) + 1 by norm_num, Real.Gamma_nat_eq_factorial]
    norm_num [Nat.factorial]
  have h3 : (1 / a) ^ (3 : ℝ) = (1 / a) ^ 3 := by
    exact_mod_cast Real.rpow_natCast (1 / a) 3
  have hcongr : ∀ r : ℝ, 4 * π * r ^ 2 * expDensity N a r
      = N * a ^ 3 / 2 * (r ^ ((3 : ℝ) - 1) * Real.exp (-(a * r))) := by
    intro r
    rw [radial_eq, show (3 : ℝ) - 1 = ((2 : ℕ) : ℝ) by norm_num, Real.rpow_natCast, neg_mul]
  simp_rw [hcongr]
  rw [integral_const_mul, h, hG, h3]
  field_simp
```

`hasDerivAt_expDensity` says $n'=-a n$ at every real $r$. `integral_expDensity` says that the radial integral over $(0,\infty)$ is $N$. Its proof uses the Gamma integral $\int_0^\infty r^{3-1}e^{-a r}dr = \Gamma(3)/a^3$ with $\Gamma(3)=2$; `hcongr` brings the integrand into that shape.

The formula for $s$ follows.

```lean
/-- The reduced gradient of the exponential density is `(3πN)^(-1/3) exp(a r / 3)`. -/
theorem reducedGradient_expDensity {N a : ℝ} (hN : 0 < N) (ha : 0 < a) (r : ℝ) :
    reducedGradient (expDensity N a) r
      = (3 * π * N) ^ (-(1 / 3) : ℝ) * Real.exp (a * r / 3) := by
  have hpi := Real.pi_pos
  have hn : 0 < expDensity N a r := by unfold expDensity; positivity
  have h43 : expDensity N a r ^ (4 / 3 : ℝ)
      = expDensity N a r * expDensity N a r ^ (1 / 3 : ℝ) := by
    rw [show (4 / 3 : ℝ) = 1 + 1 / 3 by norm_num, Real.rpow_add hn, Real.rpow_one]
  have hE : Real.exp (a * r / 3) ^ 3 = Real.exp (a * r) := by
    rw [← Real.exp_nat_mul]
    congr 1
    push_cast
    ring
  have hx : Real.exp (-a * r) * Real.exp (a * r) = 1 := by
    rw [← Real.exp_add]
    simp
  have h8 : 8 * π * expDensity N a r = N * a ^ 3 * Real.exp (-a * r) := by
    unfold expDensity
    field_simp
  -- compare the cubes of two positive numbers
  have key : a * (3 * π * N) ^ (1 / 3 : ℝ) = 2 * (3 * π ^ 2) ^ (1 / 3 : ℝ)
      * expDensity N a r ^ (1 / 3 : ℝ) * Real.exp (a * r / 3) := by
    refine (pow_left_inj₀ (by positivity) (by positivity) (by norm_num : 3 ≠ 0)).1 ?_
    rw [mul_pow, mul_pow, mul_pow, mul_pow, cube_cbrt (by positivity),
      cube_cbrt (by positivity), cube_cbrt hn.le, hE]
    linear_combination (-3 * π * Real.exp (a * r)) * h8 - 3 * π * N * a ^ 3 * hx
  unfold reducedGradient
  rw [(hasDerivAt_expDensity N a r).deriv, abs_mul, abs_neg, abs_of_pos ha, abs_of_pos hn,
    h43, Real.rpow_neg (by positivity), inv_mul_eq_div,
    div_eq_div_iff (by positivity) (by positivity)]
  linear_combination expDensity N a r * key
```

Q: That is longer than your three lines.

A: By hand I moved fractional powers about freely. The proof compares cubes instead. The statement `key` is

$$a(3\pi N)^{1/3} = 2(3\pi^2)^{1/3}\, n^{1/3}\, e^{a r/3}.$$

Both sides are positive, so it is enough that their cubes agree: $3\pi N a^3 = 24\pi^2\, n\, e^{a r}$. This follows from $8\pi n = N a^3 e^{-a r}$, which is `h8`, and $e^{-a r}e^{a r}=1$, which is `hx`. The last lines insert $|n'| = a n$, split $n^{4/3}$ into $n\cdot n^{1/3}$, cross-multiply and apply `key`.

Q: Does "least" mean a value that is reached, or just a lower bound?

A: A value that is reached, by the radial profile at $r=0$.

```lean
/-- The least reduced gradient of the exponential density over `r ≥ 0` is `(3πN)^(-1/3)`,
for every decay constant `a`. -/
theorem isLeast_reducedGradient {N a : ℝ} (hN : 0 < N) (ha : 0 < a) :
    IsLeast (reducedGradient (expDensity N a) '' Set.Ici 0)
      ((3 * π * N) ^ (-(1 / 3) : ℝ)) := by
  constructor
  · refine ⟨0, Set.mem_Ici.2 le_rfl, ?_⟩
    rw [reducedGradient_expDensity hN ha, mul_zero, zero_div, Real.exp_zero, mul_one]
  · rintro _ ⟨r, hr, rfl⟩
    have hr' : 0 ≤ r := hr
    rw [reducedGradient_expDensity hN ha]
    exact le_mul_of_one_le_right (by positivity) (Real.one_le_exp (by positivity))
```

`Set.Ici 0` is the half-line $r\ge 0$, and its image under `reducedGradient (expDensity N a)` is the set of all values of $s$. `IsLeast` requires the stated number to belong to that set and to lie below all its members. The proof takes $r=0$ for the first part and uses $e^{a r/3}\ge 1$ for the second. The decay constant is absent from the value, which is the independence you asked about.

Q: A minimum at one point, where the volume element vanishes, says little about the electrons. Where do they sit in $s$?

A: For that I need the number of electrons inside a sphere of radius $R$. With $x = a r$,

$$\frac{d}{dx}\left[-e^{-x}\left(1+x+\tfrac{x^2}{2}\right)\right] = \tfrac{x^2}{2}\, e^{-x}.$$

The electron count in $dr$ is $\tfrac12 N a^3 r^2 e^{-a r}dr = N\,\tfrac{x^2}{2}e^{-x}dx$, so

$$\int_0^R 4\pi r^2 n\, dr = N\left[1 - e^{-a R}\left(1 + a R + \tfrac{(a R)^2}{2}\right)\right].$$

```lean
/-- The number of electrons of the exponential density inside a sphere of radius `R`. -/
theorem electrons_within (N a R : ℝ) :
    ∫ r in (0 : ℝ)..R, 4 * π * r ^ 2 * expDensity N a r
      = N * (1 - Real.exp (-a * R) * (1 + a * R + (a * R) ^ 2 / 2)) := by
  have hF : ∀ x : ℝ, HasDerivAt
      (fun y => -N * (Real.exp (-a * y) * (1 + a * y + a * y * (a * y) / 2)))
      (4 * π * x ^ 2 * expDensity N a x) x := by
    intro x
    have hl := hasDerivAt_linear a x
    have hp := (hl.const_add 1).fun_add ((hl.fun_mul hl).div_const 2)
    exact (((hasDerivAt_linear (-a) x).exp.fun_mul hp).const_mul (-N)).congr_deriv
      (by rw [radial_eq]; ring)
  have hc : Continuous (fun r => 4 * π * r ^ 2 * expDensity N a r) := by
    unfold expDensity
    fun_prop
  rw [intervalIntegral.integral_eq_sub_of_hasDerivAt (fun x _ => hF x)
    (hc.intervalIntegrable 0 R)]
  simp only [mul_zero, Real.exp_zero]
  ring
```

Here `hF` is the antiderivative and `hc` the continuity of the integrand; the fundamental theorem of calculus does the rest. The identity holds for all real $N$, $a$ and $R$, but it counts electrons only for $N,a>0$ and $R\ge0$.

Now choose a number $t\ge1$ and ask where $s$ is at most $t$ times its minimum. The condition is $e^{a r/3}\le t$, or $r\le R$ with $R = 3\ln t/a$. Then $a R = 3\ln t$ and $e^{-a R}=t^{-3}$, and the count becomes

$$N\left[1 - \frac{1+3\ln t+\tfrac92(\ln t)^2}{t^3}\right].$$

For $t=2$ this is about 34% of the electrons, whatever $a$ is. At $t=1$ the region is the single point $r=0$ and the count is zero.

```lean
/-- The number of electrons in the region where `s` is at most `t` times `(3πN)^(-1/3)`
depends on `N` and `t` only, not on the decay constant `a`. -/
theorem electrons_with_small_gradient {N a t : ℝ} (hN : 0 < N) (ha : 0 < a) (ht : 1 ≤ t) :
    ∫ r in {r : ℝ | 0 ≤ r ∧
        reducedGradient (expDensity N a) r ≤ t * (3 * π * N) ^ (-(1 / 3) : ℝ)},
      4 * π * r ^ 2 * expDensity N a r
      = N * (1 - (1 + 3 * Real.log t + 9 / 2 * Real.log t ^ 2) / t ^ 3) := by
  have ht0 : 0 < t := by linarith
  have hc : 0 < (3 * π * N) ^ (-(1 / 3) : ℝ) := by positivity
  -- the region is a ball, because s grows monotonically outwards
  have hset : {r : ℝ | 0 ≤ r ∧
      reducedGradient (expDensity N a) r ≤ t * (3 * π * N) ^ (-(1 / 3) : ℝ)}
      = Set.Icc 0 (3 * Real.log t / a) := by
    ext r
    rw [Set.mem_ofPred_eq, Set.mem_Icc, reducedGradient_expDensity hN ha,
      mul_comm t, mul_le_mul_iff_right₀ hc, ← Real.le_log_iff_exp_le ht0, le_div_iff₀ ha]
    constructor <;> rintro ⟨h1, h2⟩ <;> exact ⟨h1, by linarith⟩
  have hR : 0 ≤ 3 * Real.log t / a :=
    div_nonneg (mul_nonneg (by norm_num) (Real.log_nonneg ht)) ha.le
  have haR : a * (3 * Real.log t / a) = 3 * Real.log t := by field_simp
  have hexp : Real.exp (3 * Real.log t) = t ^ 3 := by
    rw [show 3 * Real.log t = Real.log (t ^ 3) by rw [Real.log_pow]; norm_num,
      Real.exp_log (by positivity)]
  rw [hset, integral_Icc_eq_integral_Ioc, ← intervalIntegral.integral_of_le hR,
    electrons_within, neg_mul, haR, Real.exp_neg, hexp]
  ring

end

end ReducedGradientExponential
```

The set under the integral is written through `reducedGradient` itself, not through a radius chosen beforehand. `hset` proves that it is the interval $[0, 3\ln t/a]$, `haR` and `hexp` evaluate $a R$ and $e^{a R}$, and `electrons_within` supplies the integral.

```lean
#print axioms ReducedGradientExponential.reducedGradient_uniformScale
#print axioms ReducedGradientExponential.integral_expDensity
#print axioms ReducedGradientExponential.isLeast_reducedGradient
#print axioms ReducedGradientExponential.electrons_with_small_gradient
```

```
'ReducedGradientExponential.reducedGradient_uniformScale' depends on axioms: [propext, Classical.choice, Quot.sound]
'ReducedGradientExponential.integral_expDensity' depends on axioms: [propext, Classical.choice, Quot.sound]
'ReducedGradientExponential.isLeast_reducedGradient' depends on axioms: [propext, Classical.choice, Quot.sound]
'ReducedGradientExponential.electrons_with_small_gradient' depends on axioms: [propext, Classical.choice, Quot.sound]
```

Q: Is $t\ge1$ there for comfort, or does the formula fail without it?

A: It fails. Take $t=1/e$. No point with $r\ge0$ has $s$ below its minimum, so the region is empty and the integral is 0. The right-hand side, with $\ln t=-1$, is $N(1-\tfrac52 e^3)\approx -49N$. The formula came from integrating out to $R=3\ln t/a$, which is now negative.

Q: Where would I meet any of this in a calculation?

A: A generalised-gradient exchange functional multiplies the local exchange energy density by an enhancement factor that depends on $s$. For two non-interacting electrons in a hydrogen-like 1s orbital, the spin-unpolarised form evaluates that factor only at $s$ of about 0.376 and above, for every nuclear charge. This two-electron density therefore cannot probe the factor at smaller $s$.

In code, the input is often $\sigma=|\nabla n|^2$, and $s$ is computed as $\sqrt{\sigma}/(2(3\pi^2)^{1/3}n^{4/3})$. Putting the exponential density on a radial grid tests that line: $\ln s$ plotted against $r$ should be a straight line of slope $a/3$, with intercept $-\tfrac13\ln(3\pi N)$, which stays put when $a$ changes at fixed $N$. A wrong constant prefactor in $s$ shifts the intercept away from this value, though it still doesn't vary with $a$. Far out, $s$ is a growing ratio of two vanishing numbers, so the comparison should stop before $\sigma$ or $n^{4/3}$ underflows or a density cutoff takes effect. Since $\sigma=a^2n^2$ here, it is $\sigma$ that underflows first at ordinary values of $a$.
